# With static screening 1 + κ²/q², the zero-frequency ring sum equals the Debye–Hückel free energy density −kTκ³/(12π)

In a hot, dilute plasma, perturbation theory in the Coulomb interaction fails at second order. Two interaction lines contribute a factor 1/q⁴, the volume element supplies only q², and the momentum integral diverges at small q. Physically, distant charges are screened, and no finite order of the expansion contains that. Does summing all the ring diagrams before integrating give a finite energy, and which one?

Write θ = kT and let κ be the inverse screening length. At zero Matsubara frequency, the static dielectric function is taken as 1 + κ²/q². To the free energy density of the ideal gas, the summed rings add

f = (θ/2) ∫ d³q/(2π)³ [ln(1 + κ²/q²) − κ²/q²].

The subtracted term is the ring with one line, which in the classical limit is the self-interaction of the particles.

```lean
import Mathlib

open MeasureTheory Set Filter Topology
open scoped Real

namespace DebyeHueckelRingSum

noncomputable section
```

The bracket is `ringTerm`, and f is `ringFreeEnergy`, a true integral over three-dimensional Euclidean space.

```lean
/-- The summed ring contribution at momentum `q` for screening wavenumber `κ`. -/
def ringTerm (κ q : ℝ) : ℝ := Real.log (1 + κ ^ 2 / q ^ 2) - κ ^ 2 / q ^ 2

/-- The zero-frequency ring free energy density at thermal energy `θ = kT`, as an integral
over three-dimensional momentum space with measure `d³q / (2π)³`. -/
def ringFreeEnergy (θ κ : ℝ) : ℝ :=
  θ / 2 * ((∫ q : EuclideanSpace ℝ (Fin 3), ringTerm κ ‖q‖) / (2 * π) ^ 3)
```

This formula is the starting point; neither the diagram rules nor the linearised Poisson–Boltzmann equation is derived. Two idealisations are built in: the long-wavelength form κ²/q² is used at every q, and the nonzero Matsubara frequencies are left out. The result is therefore the classical limit of the random-phase correlation free energy, a value that a finite-temperature RPA calculation should approach for a hot, dilute plasma, but not for a cold metal.

For a plasma with densities nᵢ and charges Zᵢ, κ is the Debye wavenumber in Gaussian units, κ² = 4π ∑ᵢ nᵢZᵢ²/θ. Here Zᵢ is the full charge, elementary charge included.

```lean
/-- The Debye wavenumber of a plasma with densities `n i` and charges `Z i` at thermal
energy `θ`, in Gaussian units. -/
def debyeWavenumber {ι : Type*} [Fintype ι] (n Z : ι → ℝ) (θ : ℝ) : ℝ :=
  √(4 * π * (∑ i, n i * Z i ^ 2) / θ)
```

The remaining definition is an antiderivative P(q) of the radial integrand, obtained below.

```lean
/-- A primitive of the radial ring integrand. -/
def ringPrimitive (κ x : ℝ) : ℝ :=
  (x ^ 3 * Real.log (x ^ 2 + κ ^ 2) - 2 * (x ^ 2 * (x * Real.log x)) - κ ^ 2 * x
    - 2 * κ ^ 3 * Real.arctan (x / κ)) / 3
```

## Momentum above κ: the rings can be added one by one

Put x = κ²/q². The condition q > κ means x < 1: the screening term in the dielectric function 1 + x is smaller than the vacuum value 1. Then the logarithmic series gives

ln(1 + x) − x = −x²/2 + x³/3 − x⁴/4 + …

In `ringTerm_hasSum` the index m starts at 0 and labels the ring with m + 2 lines. The proof takes Mathlib's series for ln(1 − y) at y = −x and removes its first term.

```lean
/-- For momenta above `κ`, the ring term is the sum of the rings with two or more
interaction lines. -/
theorem ringTerm_hasSum {κ q : ℝ} (hκ : 0 < κ) (hq : κ < q) :
    HasSum (fun m : ℕ => -((-(κ ^ 2 / q ^ 2)) ^ (m + 2) / ((m : ℝ) + 2))) (ringTerm κ q) := by
  have hq0 : 0 < q := hκ.trans hq
  have hx : |-(κ ^ 2 / q ^ 2)| < 1 := by
    rw [abs_neg, abs_of_pos (by positivity), div_lt_one (by positivity)]
    nlinarith
  -- remove the one-line term from the logarithmic series
  have h := (hasSum_nat_add_iff' 1).mpr (Real.hasSum_pow_div_log_of_abs_lt_one hx).neg
  have ef : (fun m : ℕ => -((-(κ ^ 2 / q ^ 2)) ^ (m + 2) / ((m : ℝ) + 2))) =
      fun m : ℕ => -((-(κ ^ 2 / q ^ 2)) ^ (m + 1 + 1) / (((m + 1 : ℕ) : ℝ) + 1)) := by
    funext m
    push_cast
    ring
  have ev : ringTerm κ q = - -Real.log (1 - -(κ ^ 2 / q ^ 2)) -
      ∑ i ∈ Finset.range 1, -((-(κ ^ 2 / q ^ 2)) ^ (i + 1) / ((i : ℝ) + 1)) := by
    simp only [ringTerm, Finset.sum_range_one, sub_neg_eq_add, neg_neg, zero_add, pow_one,
      Nat.cast_zero, div_one]
  rw [ef, ev]
  exact h
```

For 0 < q < κ the terms eventually grow and the series diverges. At q = κ it converges only conditionally, which `HasSum` does not accept. The later theorems do not use the series: they integrate the logarithm, which is finite at every q > 0. For q < κ, "ring sum" therefore means the analytic continuation of the series in x, not a convergent sum of diagrams.

## Nonnegative x: a static response that screens

The condition x ≥ 0 says that the medium weakens a static charge or, at x = 0, leaves it unscreened. It gives two bounds:

−x² ≤ ln(1 + x) − x ≤ 0.

The upper one is ln(1 + x) ≤ x. For the lower one, start from ln(1 + x) ≥ 1 − 1/(1 + x) = x/(1 + x) and note that

x/(1 + x) − (x − x²) = x³/(1 + x) ≥ 0.

The upper bound fixes the sign of the integrand, and the lower one controls large momenta.

```lean
/-- For `x ≥ 0`, the ring sum `ln(1+x) - x` lies between `-x²` and zero. -/
theorem ring_bounds {x : ℝ} (hx : 0 ≤ x) :
    -x ^ 2 ≤ Real.log (1 + x) - x ∧ Real.log (1 + x) - x ≤ 0 := by
  have hp : 0 < 1 + x := by linarith
  constructor
  · have h := Real.one_sub_inv_le_log_of_pos hp
    have h2 : x - x ^ 2 ≤ 1 - (1 + x)⁻¹ := by
      have e : 1 - (1 + x)⁻¹ - (x - x ^ 2) = x ^ 3 / (1 + x) := by
        field_simp
        ring
      have : 0 ≤ x ^ 3 / (1 + x) := by positivity
      linarith
    linarith
  · have h := Real.log_le_sub_one_of_pos hp
    linarith
```

For negative x the lower bound can fail: as x approaches −1 the dielectric function vanishes and the logarithm falls without limit, while −x² stays above −1.

## Positive momentum: the radial integrand has an explicit antiderivative

The radial integrand is q² ln(1 + κ²/q²) − κ². For q > 0 the logarithm splits into ln(q² + κ²) − 2 ln q, so its derivative is

2q/(q² + κ²) − 2/q = −2κ²/[q(q² + κ²)].

Integration by parts then gives

∫ q² ln(1 + κ²/q²) dq = (q³/3) ln(1 + κ²/q²) + (2κ²/3) ∫ q²/(q² + κ²) dq,

and the last integral is q − κ arctan(q/κ). Subtracting κ²q leaves

P(q) = (1/3)[q³ ln(1 + κ²/q²) − κ²q − 2κ³ arctan(q/κ)].

The proof runs in the opposite direction: it differentiates P with the product and chain rules, and `field_simp` and `ring` confirm that the result is the integrand.

```lean
/-- The logarithm of the static screening factor splits into two elementary logarithms. -/
theorem log_screening {κ q : ℝ} (hq : 0 < q) :
    Real.log (1 + κ ^ 2 / q ^ 2) = Real.log (q ^ 2 + κ ^ 2) - 2 * Real.log q := by
  have e : 1 + κ ^ 2 / q ^ 2 = (q ^ 2 + κ ^ 2) / q ^ 2 := by
    rw [add_div, div_self (by positivity)]
  rw [e, Real.log_div (by positivity) (by positivity), Real.log_pow]
  norm_num

/-- The primitive differentiates to the radial ring integrand at every positive momentum. -/
theorem ringPrimitive_hasDerivAt {κ q : ℝ} (hκ : 0 < κ) (hq : 0 < q) :
    HasDerivAt (ringPrimitive κ) (q ^ 2 * Real.log (1 + κ ^ 2 / q ^ 2) - κ ^ 2) q := by
  have p2 : HasDerivAt (fun x : ℝ => x ^ 2) (2 * q) q := by simpa using hasDerivAt_pow 2 q
  have p3 : HasDerivAt (fun x : ℝ => x ^ 3) (3 * q ^ 2) q := by simpa using hasDerivAt_pow 3 q
  have h1 : HasDerivAt (fun x : ℝ => Real.log (x ^ 2 + κ ^ 2)) (2 * q / (q ^ 2 + κ ^ 2)) q :=
    (p2.add_const (κ ^ 2)).log (by positivity)
  have h3 : HasDerivAt (fun x : ℝ => Real.arctan (x / κ)) (κ / (q ^ 2 + κ ^ 2)) q := by
    refine ((hasDerivAt_id' q).div_const κ).arctan.congr_deriv ?_
    have e : 1 + (q / κ) ^ 2 = (q ^ 2 + κ ^ 2) / κ ^ 2 := by
      rw [div_pow, add_div, div_self (by positivity), add_comm]
    rw [e]
    field_simp
  have h := ((((p3.fun_mul h1).fun_sub ((p2.fun_mul ((hasDerivAt_id' q).fun_mul
    (Real.hasDerivAt_log hq.ne'))).const_mul 2)).fun_sub
    ((hasDerivAt_id' q).const_mul (κ ^ 2))).fun_sub (h3.const_mul (2 * κ ^ 3))).div_const 3
  refine h.congr_deriv ?_
  rw [log_screening hq]
  generalize Real.log (q ^ 2 + κ ^ 2) = L
  generalize Real.log q = l
  field_simp
  ring
```

At q = 0 the split logarithm is singular, so the derivative is claimed only for q > 0. The endpoint needs only continuity of P. That is why `ringPrimitive` contains the group `x * Real.log x`, which Mathlib knows to be continuous at zero.

## Positive κ: a finite screening length, and the sign of the answer

A plasma with κ > 0 screens over the finite distance 1/κ. By hand, the sign of κ enters in the limit of P at large q. The first two terms in its bracket combine to q³[ln(1 + x) − x], which lies between −κ⁴/q and 0 and so vanishes. The arctangent tends to π/2, which leaves

P(q) → −(2κ³/3)(π/2) = −πκ³/3.

`ringPrimitive_tendsto` carries out the same squeeze.

```lean
/-- At large momentum the primitive tends to `-πκ³/3`. -/
theorem ringPrimitive_tendsto {κ : ℝ} (hκ : 0 < κ) :
    Tendsto (ringPrimitive κ) atTop (𝓝 (-π * κ ^ 3 / 3)) := by
  -- the logarithmic part is squeezed between `-κ⁴/q` and zero
  have h0 : Tendsto (fun q : ℝ => q ^ 3 * ringTerm κ q) atTop (𝓝 0) := by
    have hl : Tendsto (fun q : ℝ => -κ ^ 4 / q) atTop (𝓝 0) :=
      tendsto_const_nhds.div_atTop tendsto_id
    refine tendsto_of_tendsto_of_tendsto_of_le_of_le' hl tendsto_const_nhds ?_ ?_
    · filter_upwards [eventually_gt_atTop (0 : ℝ)] with q hq
      have hb := (ring_bounds (x := κ ^ 2 / q ^ 2) (by positivity)).1
      have e : -κ ^ 4 / q = q ^ 3 * -(κ ^ 2 / q ^ 2) ^ 2 := by field_simp
      rw [e]
      exact mul_le_mul_of_nonneg_left hb (by positivity)
    · filter_upwards [eventually_gt_atTop (0 : ℝ)] with q hq
      exact mul_nonpos_of_nonneg_of_nonpos (by positivity)
        (ring_bounds (x := κ ^ 2 / q ^ 2) (by positivity)).2
  have ha : Tendsto (fun q : ℝ => Real.arctan (q / κ)) atTop (𝓝 (π / 2)) :=
    (Real.tendsto_arctan_atTop.mono_right nhdsWithin_le_nhds).comp
      (tendsto_id.atTop_div_const hκ)
  have h := (h0.sub (ha.const_mul (2 * κ ^ 3))).div_const 3
  have e : (0 - 2 * κ ^ 3 * (π / 2)) / 3 = -π * κ ^ 3 / 3 := by ring
  rw [e] at h
  refine h.congr' ?_
  filter_upwards [eventually_gt_atTop (0 : ℝ)] with q hq
  have hc : q ^ 3 * (κ ^ 2 / q ^ 2) = κ ^ 2 * q := by field_simp
  simp only [ringTerm, ringPrimitive]
  rw [log_screening hq]
  linear_combination (-1 / 3 : ℝ) * hc
```

Since P(0) = 0, the radial integral is −πκ³/3. The proof turns on Mathlib's `integrableOn_Ioi_deriv_of_nonpos`. It asks for a function continuous at the left endpoint, with a nonpositive derivative beyond it and a finite limit at infinity, and it returns integrability of the derivative. The reason is elementary: with a fixed sign, the integral of the absolute value from 0 to R is P(0) − P(R), which stays bounded. No separate estimate of the tail is needed. Its companion `integral_Ioi_of_hasDerivAt_of_nonpos` gives the value, limit minus endpoint.

```lean
/-- The radial ring integrand is integrable over positive momenta, with integral `-πκ³/3`. -/
theorem radial_ring_integral {κ : ℝ} (hκ : 0 < κ) :
    IntegrableOn (fun q : ℝ => q ^ 2 * Real.log (1 + κ ^ 2 / q ^ 2) - κ ^ 2) (Ioi 0) ∧
    ∫ q in Ioi (0 : ℝ), (q ^ 2 * Real.log (1 + κ ^ 2 / q ^ 2) - κ ^ 2) = -π * κ ^ 3 / 3 := by
  have hc : Continuous (ringPrimitive κ) := by
    have h1 : Continuous fun x : ℝ => Real.log (x ^ 2 + κ ^ 2) :=
      Continuous.log (by fun_prop) (fun x => by positivity)
    have h2 : Continuous fun x : ℝ => Real.arctan (x / κ) :=
      Real.continuous_arctan.comp (continuous_id.div_const κ)
    exact (((((continuous_id.pow 3).mul h1).sub (continuous_const.mul
      ((continuous_id.pow 2).mul Real.continuous_mul_log))).sub
      (continuous_const.mul continuous_id)).sub (continuous_const.mul h2)).div_const 3
  have hd : ∀ q ∈ Ioi (0 : ℝ), HasDerivAt (ringPrimitive κ)
      (q ^ 2 * Real.log (1 + κ ^ 2 / q ^ 2) - κ ^ 2) q :=
    fun q hq => ringPrimitive_hasDerivAt hκ hq
  have hn : ∀ q ∈ Ioi (0 : ℝ), q ^ 2 * Real.log (1 + κ ^ 2 / q ^ 2) - κ ^ 2 ≤ 0 := by
    intro q hq
    have hq0 : 0 < q := hq
    have hb := (ring_bounds (x := κ ^ 2 / q ^ 2) (by positivity)).2
    have e : q ^ 2 * (κ ^ 2 / q ^ 2) = κ ^ 2 := by field_simp
    nlinarith [mul_nonpos_of_nonneg_of_nonpos (sq_nonneg q) hb]
  have ht := ringPrimitive_tendsto hκ
  refine ⟨integrableOn_Ioi_deriv_of_nonpos hc.continuousWithinAt hd hn ht, ?_⟩
  rw [integral_Ioi_of_hasDerivAt_of_nonpos hc.continuousWithinAt hd hn ht]
  simp [ringPrimitive]
```

In three dimensions the angles contribute 4π, so

f = (θ/2) · 4π/(2π)³ · (−πκ³/3) = θ/(4π²) · (−πκ³/3) = −θκ³/(12π).

In Lean, `integral_fun_norm_addHaar` reduces the integral of a function of ‖q‖ to a radial one; its prefactor is the dimension 3 times the unit-ball volume 4π/3. Integrability over momentum space then follows by contradiction: Mathlib assigns the value 0 to the integral of a non-integrable function, and this integral is strictly negative.

```lean
/-- The ring term is integrable over momentum space, and the zero-frequency ring sum equals
the Debye-Hückel free energy density `-kT κ³/(12π)`. -/
theorem ringFreeEnergy_eq_debyeHueckel {κ : ℝ} (hκ : 0 < κ) (θ : ℝ) :
    Integrable (fun q : EuclideanSpace ℝ (Fin 3) => ringTerm κ ‖q‖) ∧
    ringFreeEnergy θ κ = -θ * κ ^ 3 / (12 * π) := by
  have hr : ∫ y in Ioi (0 : ℝ), y ^ (3 - 1) • ringTerm κ y = -π * κ ^ 3 / 3 := by
    rw [← (radial_ring_integral hκ).2]
    refine setIntegral_congr_fun measurableSet_Ioi fun y hy => ?_
    have hy0 : y ≠ 0 := ne_of_gt hy
    have e : y ^ 2 * (κ ^ 2 / y ^ 2) = κ ^ 2 := by field_simp
    change y ^ 2 * (Real.log (1 + κ ^ 2 / y ^ 2) - κ ^ 2 / y ^ 2) =
      y ^ 2 * Real.log (1 + κ ^ 2 / y ^ 2) - κ ^ 2
    linear_combination -e
  have hv : (volume : Measure (EuclideanSpace ℝ (Fin 3))).real (Metric.ball 0 1)
      = π * 4 / 3 := by
    rw [Measure.real, EuclideanSpace.volume_ball_fin_three]
    simp
    positivity
  -- spherical coordinates supply the factor `4π`
  have hI : ∫ q : EuclideanSpace ℝ (Fin 3), ringTerm κ ‖q‖ = -(4 * π ^ 2 * κ ^ 3 / 3) := by
    rw [integral_fun_norm_addHaar volume (ringTerm κ), finrank_euclideanSpace_fin, hr, hv]
    simp only [nsmul_eq_mul, smul_eq_mul]
    push_cast
    ring
  constructor
  · by_contra h
    rw [integral_undef h] at hI
    have : 0 < 4 * π ^ 2 * κ ^ 3 / 3 := by positivity
    linarith
  · rw [ringFreeEnergy, hI]
    field_simp
    ring
```

Here θ may be any real number, because it is only a prefactor while κ is held fixed.

The condition on κ matters for the value. Take κ = −1. The radial integrand depends only on κ², so its integral is still −π/3, whereas −πκ³/3 would be +π/3. For either sign the correct expression has |κ|³. At κ = 0 both sides vanish.

## Positive temperature and at least one charged species

For the thermodynamics κ must follow the temperature, and two conditions enter: θ > 0 and ∑ᵢ nᵢZᵢ² > 0. The second says that mobile charge is present, which rules out an empty list of species. Charge neutrality is not assumed in the theorems; in the physics it is what removes the mean-field energy.

Let A = 4π ∑ᵢ nᵢZᵢ², so that θκ² = A. At fixed densities and charges,

f = −Aκ/(12π), dκ/dθ = −κ/(2θ),

and therefore

∂f/∂θ = Aκ/(24πθ) = κ³/(24π).

The two conditions make A/θ positive, so the square root in κ can be differentiated. `ringFreeEnergy_hasDerivAt` differentiates −Aκ/(12π) and then uses the preceding theorem to identify it with the ring free energy for all temperatures near θ.

```lean
/-- At fixed densities and charges, the derivative of the ring free energy density with
respect to `kT` is `κ³/(24π)`. -/
theorem ringFreeEnergy_hasDerivAt {ι : Type*} [Fintype ι] (n Z : ι → ℝ) {θ : ℝ}
    (hθ : 0 < θ) (hS : 0 < ∑ i, n i * Z i ^ 2) :
    HasDerivAt (fun t => ringFreeEnergy t (debyeWavenumber n Z t))
      (debyeWavenumber n Z θ ^ 3 / (24 * π)) θ := by
  unfold debyeWavenumber
  have hA : 0 < 4 * π * ∑ i, n i * Z i ^ 2 := by positivity
  generalize 4 * π * ∑ i, n i * Z i ^ 2 = A at hA ⊢
  have hd : HasDerivAt (fun t : ℝ => A / t) (-A / θ ^ 2) θ := by
    have h := (hasDerivAt_inv hθ.ne').const_mul A
    simp only [div_eq_mul_inv]
    exact h.congr_deriv (by ring)
  have hs := (hd.sqrt (by positivity)).const_mul (-(A / (12 * π)))
  have key : ∀ K B : ℝ, 0 < K → B = K ^ 2 * θ →
      -(B / (12 * π)) * (-B / θ ^ 2 / (2 * K)) = K ^ 3 / (24 * π) := by
    rintro K _ hK rfl
    field_simp
    ring
  have hK : A = √(A / θ) ^ 2 * θ := by
    rw [Real.sq_sqrt (by positivity)]
    field_simp
  refine (hs.congr_deriv (key _ A (by positivity) hK)).congr_of_eventuallyEq ?_
  -- near `θ` the free energy is proportional to the Debye wavenumber
  filter_upwards [eventually_gt_nhds hθ] with t ht
  have hq : √(A / t) ^ 2 * t = A := by
    rw [Real.sq_sqrt (by positivity)]
    field_simp
  rw [(ringFreeEnergy_eq_debyeHueckel (by positivity) t).2]
  linear_combination (-(√(A / t)) / (12 * π)) * hq
```

If the charge sum is zero, κ and f vanish and the derivative is trivially zero. At θ = 0 there is no derivative, since f behaves as −θ^(−1/2) when θ falls to zero; the classical formula has lost its meaning well before that.

The excess internal energy density is f − T ∂f/∂T, which equals f − θ ∂f/∂θ:

−θκ³/(12π) − θκ³/(24π) = −θκ³/(8π).

The proof of `ring_internalEnergy` uses the same two conditions, first to obtain κ > 0 and then to insert the derivative.

```lean
/-- The excess internal energy density `f - T ∂f/∂T` of the ring sum is `-kT κ³/(8π)`. -/
theorem ring_internalEnergy {ι : Type*} [Fintype ι] (n Z : ι → ℝ) {θ : ℝ}
    (hθ : 0 < θ) (hS : 0 < ∑ i, n i * Z i ^ 2) :
    ringFreeEnergy θ (debyeWavenumber n Z θ)
      - θ * deriv (fun t => ringFreeEnergy t (debyeWavenumber n Z t)) θ
      = -θ * debyeWavenumber n Z θ ^ 3 / (8 * π) := by
  have hκ : 0 < debyeWavenumber n Z θ := by
    unfold debyeWavenumber
    positivity
  rw [(ringFreeEnergy_hasDerivAt n Z hθ hS).deriv, (ringFreeEnergy_eq_debyeHueckel hκ θ).2]
  field_simp
  ring

end

end DebyeHueckelRingSum
```

```lean
#print axioms DebyeHueckelRingSum.ringTerm_hasSum
#print axioms DebyeHueckelRingSum.ringFreeEnergy_eq_debyeHueckel
#print axioms DebyeHueckelRingSum.ring_internalEnergy
```

```
'DebyeHueckelRingSum.ringTerm_hasSum' depends on axioms: [propext, Classical.choice, Quot.sound]
'DebyeHueckelRingSum.ringFreeEnergy_eq_debyeHueckel' depends on axioms: [propext, Classical.choice, Quot.sound]
'DebyeHueckelRingSum.ring_internalEnergy' depends on axioms: [propext, Classical.choice, Quot.sound]
```
